# The coupled-cluster transformed Hamiltonian is additive over noninteracting fragments

One check on a coupled-cluster program is to compute two molecules separately, then together with every coupling between them removed, and to compare the energy of the pair with the sum of the two. The file below proves the operator identity behind this check, for finitely many fragments whose cluster operators are nilpotent, commute with each other and commute with the Hamiltonians of the other fragments.

```lean
import Mathlib

open Matrix
open scoped Kronecker

namespace CoupledClusterSizeExtensivity

noncomputable section

variable {A ι : Type*} [Ring A] [Algebra ℚ A]

/-- The similarity-transformed Hamiltonian `exp(-T) H exp(T)` of coupled-cluster theory,
for a nilpotent cluster operator `T`. -/
def simTransform (T H : A) : A :=
  IsNilpotent.exp (-T) * H * IsNilpotent.exp T

/-- Fragments with Hamiltonians `H k` and cluster operators `T k` that do not interact:
the cluster operators are nilpotent and commute with each other, and each commutes with the
Hamiltonians of the other fragments. -/
structure Noninteracting (s : Finset ι) (H T : ι → A) : Prop where
  nilpotent : ∀ k ∈ s, IsNilpotent (T k)
  comm_T : ∀ k ∈ s, ∀ l ∈ s, Commute (T k) (T l)
  comm_H : ∀ k ∈ s, ∀ l ∈ s, k ≠ l → Commute (T k) (H l)

/-- An operator that commutes with `T` commutes with `exp(T)`. -/
theorem commute_exp {T X : A} (h : Commute T X) : Commute (IsNilpotent.exp T) X := by
  unfold IsNilpotent.exp
  exact Commute.sum_left _ _ _ fun i _ => (h.pow_left i).smul_left _

/-- A Hamiltonian that commutes with a nilpotent cluster operator is unchanged by the similarity
transformation. -/
theorem simTransform_of_commute {T H : A} (hT : IsNilpotent T) (h : Commute T H) :
    simTransform T H = H := by
  unfold simTransform
  rw [mul_assoc, ← (commute_exp h).eq, ← mul_assoc, IsNilpotent.exp_neg_mul_exp_self hT,
    one_mul]

/-- For commuting nilpotent cluster operators, transforming with `S + T` is the same as transforming
with `S` and then with `T`. -/
theorem simTransform_add {S T : A} (hS : IsNilpotent S) (hT : IsNilpotent T)
    (hST : Commute S T) (H : A) :
    simTransform (S + T) H = simTransform T (simTransform S H) := by
  unfold simTransform
  rw [neg_add_rev, IsNilpotent.exp_add_of_commute hST hS hT,
    IsNilpotent.exp_add_of_commute hST.symm.neg_left.neg_right hT.neg hS.neg]
  simp only [mul_assoc]

omit [Algebra ℚ A] in
/-- A finite sum of pairwise commuting nilpotent cluster operators is nilpotent. -/
theorem isNilpotent_sum_of_commute (s : Finset ι) (T : ι → A)
    (hN : ∀ k ∈ s, IsNilpotent (T k)) (hC : ∀ k ∈ s, ∀ l ∈ s, Commute (T k) (T l)) :
    IsNilpotent (∑ k ∈ s, T k) := by
  classical
  induction s using Finset.induction_on with
  | empty => simp
  | insert a s ha ih =>
    rw [Finset.sum_insert ha]
    refine Commute.isNilpotent_add ?_ (hN a (Finset.mem_insert_self a s)) ?_
    · exact Commute.sum_right _ _ _ fun l hl =>
        hC a (Finset.mem_insert_self a s) l (Finset.mem_insert_of_mem hl)
    · exact ih (fun k hk => hN k (Finset.mem_insert_of_mem hk))
        (fun k hk l hl => hC k (Finset.mem_insert_of_mem hk) l (Finset.mem_insert_of_mem hl))

/-- For noninteracting fragments, the similarity-transformed total Hamiltonian is the sum of the
similarity-transformed fragment Hamiltonians. -/
theorem simTransform_sum {s : Finset ι} {H T : ι → A} (h : Noninteracting s H T) :
    simTransform (∑ k ∈ s, T k) (∑ k ∈ s, H k) = ∑ k ∈ s, simTransform (T k) (H k) := by
  classical
  -- the cluster operators of the other fragments drop out of the transformation of `H k`
  have key : ∀ k ∈ s, simTransform (∑ l ∈ s, T l) (H k) = simTransform (T k) (H k) := by
    intro k hk
    have hR : IsNilpotent (∑ l ∈ s.erase k, T l) :=
      isNilpotent_sum_of_commute _ _
        (fun l hl => h.nilpotent l (Finset.mem_of_mem_erase hl))
        (fun l hl m hm => h.comm_T l (Finset.mem_of_mem_erase hl) m
          (Finset.mem_of_mem_erase hm))
    have hRT : Commute (∑ l ∈ s.erase k, T l) (T k) :=
      Commute.sum_left _ _ _ fun l hl => h.comm_T l (Finset.mem_of_mem_erase hl) k hk
    have hRH : Commute (∑ l ∈ s.erase k, T l) (H k) :=
      Commute.sum_left _ _ _ fun l hl =>
        h.comm_H l (Finset.mem_of_mem_erase hl) k hk (Finset.ne_of_mem_erase hl)
    rw [← Finset.sum_erase_add s T hk, simTransform_add hR (h.nilpotent k hk) hRT,
      simTransform_of_commute hR hRH]
  -- the transformation is linear in the Hamiltonian
  have lin : ∀ X : A, simTransform X (∑ k ∈ s, H k) = ∑ k ∈ s, simTransform X (H k) := by
    intro X
    simp only [simTransform, Finset.mul_sum, Finset.sum_mul]
  rw [lin]
  exact Finset.sum_congr rfl key

variable {n : Type*} [Fintype n] [DecidableEq n]

/-- If each of a set of noninteracting fragments satisfies the coupled-cluster equations projected
with `P`, with energy `E k`, then the total system satisfies them with the sum of the fragment
energies. -/
theorem projected_energy_additive {s : Finset ι} {H T : ι → Matrix n n ℂ}
    (h : Noninteracting s H T) (P : Matrix n n ℂ) (Φ : n → ℂ) (E : ι → ℂ)
    (hE : ∀ k ∈ s, P *ᵥ (simTransform (T k) (H k) *ᵥ Φ) = E k • Φ) :
    P *ᵥ (simTransform (∑ k ∈ s, T k) (∑ k ∈ s, H k) *ᵥ Φ) = (∑ k ∈ s, E k) • Φ := by
  classical
  have sum_act : ∀ (t : Finset ι) (M : ι → Matrix n n ℂ),
      (∑ k ∈ t, M k) *ᵥ Φ = ∑ k ∈ t, M k *ᵥ Φ := by
    intro t M
    induction t using Finset.induction_on with
    | empty => simp
    | insert a t ha ih =>
      rw [Finset.sum_insert ha, Finset.sum_insert ha, Matrix.add_mulVec, ih]
  rw [simTransform_sum h, Matrix.mulVec_mulVec, Finset.mul_sum, sum_act, Finset.sum_smul]
  refine Finset.sum_congr rfl fun k hk => ?_
  rw [← Matrix.mulVec_mulVec, hE k hk]

/-- If each of a set of noninteracting fragments satisfies the unprojected coupled-cluster equation
with energy `E k`, then `exp(∑ T k) Φ` satisfies the Schrödinger equation of the total Hamiltonian
with the sum of the fragment energies. -/
theorem schrodinger_of_fragments {s : Finset ι} {H T : ι → Matrix n n ℂ}
    (h : Noninteracting s H T) (Φ : n → ℂ) (E : ι → ℂ)
    (hE : ∀ k ∈ s, simTransform (T k) (H k) *ᵥ Φ = E k • Φ) :
    (∑ k ∈ s, H k) *ᵥ (IsNilpotent.exp (∑ k ∈ s, T k) *ᵥ Φ) =
      (∑ k ∈ s, E k) • (IsNilpotent.exp (∑ k ∈ s, T k) *ᵥ Φ) := by
  have hN := isNilpotent_sum_of_commute s T h.nilpotent h.comm_T
  have hP := projected_energy_additive h 1 Φ E
    (fun k hk => by rw [Matrix.one_mulVec, hE k hk])
  rw [Matrix.one_mulVec] at hP
  -- move the exponential to the left of the Hamiltonian
  have hx : (∑ k ∈ s, H k) * IsNilpotent.exp (∑ k ∈ s, T k) =
      IsNilpotent.exp (∑ k ∈ s, T k) * simTransform (∑ k ∈ s, T k) (∑ k ∈ s, H k) := by
    unfold simTransform
    rw [← mul_assoc, ← mul_assoc, IsNilpotent.exp_mul_exp_neg_self hN, one_mul]
  rw [Matrix.mulVec_mulVec, hx, ← Matrix.mulVec_mulVec, hP, Matrix.mulVec_smul]

/-- The Hamiltonian of a two-level system that exchanges its two basis states. -/
def flipH : Matrix (Fin 2) (Fin 2) ℂ := !![0, 1; 1, 0]

/-- The operator that sends the first basis state to the second and the second to zero. -/
def raiseT : Matrix (Fin 2) (Fin 2) ℂ := !![0, 0; 1, 0]

/-- The Hamiltonians of two separate two-level systems on their joint space. -/
def pairH : Fin 2 → Matrix (Fin 2 × Fin 2) (Fin 2 × Fin 2) ℂ :=
  ![flipH ⊗ₖ 1, 1 ⊗ₖ flipH]

/-- The cluster operators of two separate two-level systems on their joint space. -/
def pairT : Fin 2 → Matrix (Fin 2 × Fin 2) (Fin 2 × Fin 2) ℂ :=
  ![raiseT ⊗ₖ 1, 1 ⊗ₖ raiseT]

/-- The reference state with both systems in the first basis state. -/
def pairRef : Fin 2 × Fin 2 → ℂ := fun p => if p = (0, 0) then 1 else 0

/-- The exponential of a cluster operator with vanishing square is `1 + T`. -/
theorem exp_of_sq_zero {T : A} (h : T ^ 2 = 0) : IsNilpotent.exp T = 1 + T := by
  rw [IsNilpotent.exp_eq_sum h]
  simp [Finset.sum_range_succ]

/-- The two two-level systems are noninteracting, neither cluster operator commutes with its
own Hamiltonian, and each system satisfies its coupled-cluster equation with energy 1. -/
theorem noninteracting_witness :
    Noninteracting Finset.univ pairH pairT ∧
    (∀ k, ¬ Commute (pairT k) (pairH k)) ∧
    ∀ k, simTransform (pairT k) (pairH k) *ᵥ pairRef = (1 : ℂ) • pairRef := by
  have cross : ∀ a b : Matrix (Fin 2) (Fin 2) ℂ,
      Commute (a ⊗ₖ (1 : Matrix (Fin 2) (Fin 2) ℂ))
        ((1 : Matrix (Fin 2) (Fin 2) ℂ) ⊗ₖ b) := by
    intro a b
    rw [Commute, SemiconjBy, ← Matrix.mul_kronecker_mul, ← Matrix.mul_kronecker_mul]
    simp only [mul_one, one_mul]
  have hr : raiseT * raiseT = 0 := by
    ext i j
    fin_cases i <;> fin_cases j <;> simp [raiseT, Matrix.mul_apply, Fin.sum_univ_two]
  have hsq : ∀ k, pairT k ^ 2 = 0 := by
    intro k
    rw [pow_two]
    fin_cases k
    · change (raiseT ⊗ₖ 1) * (raiseT ⊗ₖ 1) = 0
      rw [← Matrix.mul_kronecker_mul, hr, Matrix.zero_kronecker]
    · change (1 ⊗ₖ raiseT) * (1 ⊗ₖ raiseT) = 0
      rw [← Matrix.mul_kronecker_mul, hr, Matrix.kronecker_zero]
  refine ⟨⟨fun k _ => ⟨2, hsq k⟩, ?_, ?_⟩, ?_, ?_⟩
  · intro k _ l _
    fin_cases k <;> fin_cases l
    exacts [Commute.refl _, cross raiseT raiseT, (cross raiseT raiseT).symm, Commute.refl _]
  · intro k _ l _ hkl
    fin_cases k <;> fin_cases l
    exacts [absurd rfl hkl, cross raiseT flipH, (cross flipH raiseT).symm, absurd rfl hkl]
  · -- the two products differ in the reference expectation value
    intro k h
    have h0 := congrFun (congrFun h.eq (0, 0)) (0, 0)
    fin_cases k <;>
      simp [pairT, pairH, raiseT, flipH, Matrix.mul_apply, Fintype.sum_prod_type,
        Fin.sum_univ_two, Matrix.one_apply] at h0
  · intro k
    rw [simTransform, exp_of_sq_zero (hsq k),
      exp_of_sq_zero (show (-pairT k) ^ 2 = 0 by rw [neg_sq, hsq k]),
      ← Matrix.mulVec_mulVec, ← Matrix.mulVec_mulVec]
    ext ⟨i, j⟩
    fin_cases k <;> fin_cases i <;> fin_cases j <;>
      simp [pairT, pairH, pairRef, raiseT, flipH, Matrix.mulVec, dotProduct,
        Fintype.sum_prod_type, Fin.sum_univ_two, Matrix.one_apply]

end

end CoupledClusterSizeExtensivity
```

```lean
#print axioms CoupledClusterSizeExtensivity.schrodinger_of_fragments
```

```
'CoupledClusterSizeExtensivity.schrodinger_of_fragments' depends on axioms: [propext, Classical.choice, Quot.sound]
```

## Fragments as commuting operators

Fragment k has a Hamiltonian Hₖ and a cluster operator Tₖ, both acting on the joint space of all fragments. The main theorem, `simTransform_sum`, says that

exp(−∑ₖ Tₖ) (∑ₖ Hₖ) exp(∑ₖ Tₖ) = ∑ₖ exp(−Tₖ) Hₖ exp(Tₖ).

In Lean, `simTransform T H` is exp(−T) H exp(T), and the finite set `s` lists the fragments. The operators live in a ring `A` with rational scalars, which supply the factors 1/i! of the exponential. Complex matrices are one example. No Hamiltonian needs to be Hermitian.

The structure `Noninteracting` holds the physical assumptions:

- `nilpotent`: some power of each Tₖ vanishes. With finitely many electrons, repeated excitation out of the occupied orbitals must end.
- `comm_T`: the cluster operators commute, as excitation operators built on one reference determinant do.
- `comm_H`: Tₖ commutes with Hₗ when k ≠ l. This holds when the two are built from disjoint subsets of one orthonormal set of orbitals and each term has an even number of creation and annihilation operators.

Nothing is assumed about Tₖ and its own Hₖ. If they commute, the transformation leaves Hₖ unchanged. The total Hamiltonian is exactly ∑ₖ Hₖ, with no interaction term. The theorem concerns noninteracting fragments only. It says nothing about how the energy scales with size in an interacting system, such as a growing crystal, which the term size extensivity also covers.

## Why the other fragments drop out

Suppose first that T is nilpotent and X commutes with T. Then X commutes with every power of T, hence with exp(T), and

exp(−T) X exp(T) = exp(−T) exp(T) X = X.

These are `commute_exp` and `simTransform_of_commute`.

Next, let S and T be commuting nilpotent operators. Their exponentials multiply as for numbers, so

exp(−(S + T)) H exp(S + T) = exp(−T) [exp(−S) H exp(S)] exp(T).

Transforming with S + T is therefore transforming with S and then with T, which is `simTransform_add`.

The sum S + T is again nilpotent. If Sᵖ = 0 and T^q = 0, the binomial expansion of the power p + q of S + T contains only products of i factors S and j factors T with i + j = p + q. Either i ≥ p or j ≥ q, so every term vanishes. The lemma `isNilpotent_sum_of_commute` extends this to any finite sum by adding one fragment at a time.

Now fix a fragment k and collect the cluster operators of all the others:

Rₖ = (∑ₗ Tₗ) − Tₖ.

Rₖ is nilpotent and commutes with both Tₖ and Hₖ. Splitting the total cluster operator into Rₖ + Tₖ gives

exp(−∑ₗ Tₗ) Hₖ exp(∑ₗ Tₗ) = exp(−Tₖ) [exp(−Rₖ) Hₖ exp(Rₖ)] exp(Tₖ) = exp(−Tₖ) Hₖ exp(Tₖ).

The transformation is linear in the Hamiltonian, so summing over k finishes the argument. In the Lean proof, Rₖ is the sum over `s.erase k`. The facts `hR`, `hRT` and `hRH` record its nilpotency and its two commutation relations, `key` is the last display, and `lin` is linearity.

## An exponential without limits

The proof turns on Mathlib's `IsNilpotent.exp`. It is a finite sum of the terms Tⁱ/i!, stopped at the first power of T that vanishes, so no norm or convergence argument is needed and the theorem holds in a purely algebraic setting.

The delicate point is that S, T and S + T generally stop at different powers. The Mathlib lemma `IsNilpotent.exp_add_of_commute` reconciles the three cutoffs and delivers exp(S + T) = exp(S) exp(T) for commuting nilpotent elements. The proof of `simTransform_add` uses it twice, once for S + T and once for its negative. For an element that is not nilpotent the definition returns 0, so the nilpotency hypotheses are what give `simTransform` its intended meaning.

## From operators to energies

For the energy statements, operators are complex matrices on a finite basis and Φ is the reference vector. The theorem `projected_energy_additive` assumes that every fragment satisfies

P exp(−Tₖ) Hₖ exp(Tₖ) Φ = Eₖ Φ

with one common matrix P. Adding these equations and using the operator identity gives

P exp(−∑ₖ Tₖ) (∑ₖ Hₖ) exp(∑ₖ Tₖ) Φ = (∑ₖ Eₖ) Φ.

The matrix P is arbitrary. In a truncated method such as CCSD, it is the projector onto the reference and the singly and doubly excited determinants of the whole system. The component along Φ is then the energy equation, and the remaining components are the amplitude equations. The fragment solutions are assumed, not constructed, and the equations determine an energy only when Φ is nonzero.

With P equal to the identity, the equation can be multiplied from the left by exp(∑ₖ Tₖ). This gives `schrodinger_of_fragments`: the vector exp(∑ₖ Tₖ) Φ satisfies the Schrödinger equation of the total Hamiltonian with energy ∑ₖ Eₖ. In the proof, `hx` moves the exponential past the Hamiltonian.

For electronic-structure practice, this means that truncating the cluster operator does not by itself spoil the additivity of the energy, provided that the fragments do not interact and share a reference for which each fragment equation holds.

## Two two-level systems

The theorem `noninteracting_witness` shows that the assumptions can be met in a case where the transformation does something. Each system has basis states e₀ and e₁, a Hamiltonian `flipH` that exchanges them, and a cluster operator `raiseT` that sends e₀ to e₁ and e₁ to zero. The Kronecker products in `pairH` and `pairT` place these operators on the joint space, and `pairRef` is e₀ ⊗ e₀.

Operators on different factors commute, which is `cross` in the proof. Since `raiseT` squares to zero, its exponential is 1 + T, by `exp_of_sq_zero`. For one system,

exp(T) e₀ = e₀ + e₁,
H (e₀ + e₁) = e₀ + e₁,
exp(−T) (e₀ + e₁) = e₀ + e₁ − e₁ = e₀.

Each fragment equation therefore holds with energy 1, and `schrodinger_of_fragments` then gives energy 2 for the pair. The normalised eigenvector of one system is (e₀ + e₁)/√2. It belongs to the upper of the two eigenvalues ±1, a reminder that a coupled-cluster solution need not be the ground state.

Neither cluster operator commutes with its own Hamiltonian: the reference expectation value of HT is 1, while that of TH is 0.

## Running the check in a program

To make the comparison exact, build the Hamiltonian of the pair from the integrals of the separate fragments. Every one- and two-electron integral that involves orbitals of both fragments is set to zero, overlap integrals included, and the attraction of each fragment's electrons to the other's nuclei and the repulsion between the two sets of nuclei are left out. Use a reference for the pair that is the antisymmetrised product of the fragment references. Merely moving real molecules far apart leaves a residual interaction, so exact agreement is not to be expected then.

A sharper version tests the amplitudes. Converge each fragment in its own orbitals, keep exactly these orbitals for the pair, copy the amplitudes into the corresponding blocks of the pair calculation, and set every amplitude that mixes the fragments to zero. This is the cluster operator ∑ₖ Tₖ. The residuals of the pair should vanish to within the convergence threshold before any iteration is made, and the energy should equal the sum. A larger residual points to an error in the equations, in the integrals or in the way the blocks were assembled. The amplitude equations are nonlinear, and an iteration started from a different guess may converge to another solution. The theorem identifies one solution of the total equations and does not say that it is the only one.
